# The product $U_xU_y$ of two 90° spin-1/2 rotations is a 120° rotation about $(1,1,1)/\sqrt3$

## Where do the 120° and the z component come from?

A 90° spin rotation about x times a 90° spin rotation about y is a 120° rotation about the body diagonal $(1,1,1)/\sqrt3$. I can confirm this by multiplying the two $2\times2$ matrices, but I don't see it coming. If I add the two turns as vectors, I get an axis in the xy plane and an angle of $90°\times\sqrt2\approx127°$. Neither is right. What rule produces the 120° and the z component, and what happens if I swap the two rotations?

## For perpendicular axes the half-angle cosines multiply, and the cross product supplies z

The scalar part of the product is $\cos45°\cos45°=\tfrac12=\cos60°$, so the half-angle is 60° and the full angle 120°. The z component comes from the cross product of the two axes. Swapping the factors reverses it, and the axis becomes $(1,1,-1)/\sqrt3$.

Both facts come from one composition law. Let $n,m$ be real three-component vectors, $c,s,c',s'$ real numbers, and $n\cdot\sigma=n_0\sigma_x+n_1\sigma_y+n_2\sigma_z$, with components numbered from 0 and $\sigma_x,\sigma_y,\sigma_z$ the Pauli matrices. Then

$$(c-is\,n\cdot\sigma)(c'-is'\,m\cdot\sigma)=(cc'-ss'\,n\cdot m)-i\,(sc'\,n+cs'\,m+ss'\,n\times m)\cdot\sigma .$$

Here a bare number stands for that multiple of the identity matrix. The vectors need not be normalised.

### From the Pauli products to the composition law

Each Pauli matrix squares to the identity, and two different ones multiply to $\pm i$ times the third, for example $\sigma_x\sigma_y=i\sigma_z=-\sigma_y\sigma_x$. In $(n\cdot\sigma)(m\cdot\sigma)$ the equal pairs therefore add up to $n\cdot m$, and the unequal pairs to the cross product:

$$(n\cdot\sigma)(m\cdot\sigma)=n\cdot m+i\,(n\times m)\cdot\sigma .$$

Expanding the product of the two operators gives

$$cc'-isc'\,n\cdot\sigma-ics'\,m\cdot\sigma-ss'\,(n\cdot\sigma)(m\cdot\sigma).$$

The last term equals $-ss'\,n\cdot m-iss'\,(n\times m)\cdot\sigma$. Collecting the scalar and vector parts gives the law.

### Why these matrices rotate vectors

The spin-1/2 rotation by $\theta$ about a unit vector $n$ is

$$U(n,\theta)=\cos\tfrac\theta2-i\sin\tfrac\theta2\;n\cdot\sigma .$$

For two rotations about the same unit axis, $n\cdot n=1$ and $n\times n=0$. The composition law then reduces to the addition formulas for cosine and sine, so $U(n,\alpha)U(n,\beta)=U(n,\alpha+\beta)$.

To see the action on an ordinary vector $v$, write $N=n\cdot\sigma$ and $V=v\cdot\sigma$. Since $N$ is Hermitian and $c,s$ are real, the adjoint of $c-isN$ is $c+isN$. Hence

$$(c-isN)V(c+isN)=c^2V+ics\,(VN-NV)+s^2NVN .$$

The product formula gives $VN-NV=-2i\,(n\times v)\cdot\sigma$ and $NV+VN=2\,n\cdot v$. From the second relation and $N^2=n\cdot n$ it follows that $NVN=2(n\cdot v)N-(n\cdot n)V$. The result is the Pauli vector of

$$(c^2-s^2\,n\cdot n)\,v+2s^2(n\cdot v)\,n+2cs\,n\times v .$$

Now set $c=\cos(\theta/2)$, $s=\sin(\theta/2)$ and $n\cdot n=1$. The double-angle formulas turn the vector into

$$\cos\theta\,v+(1-\cos\theta)(n\cdot v)\,n+\sin\theta\,n\times v ,$$

which is Rodrigues' formula for $v$ turned by $\theta$ about $n$ in the right-handed sense. In a spin-1/2 density matrix $(1+v\cdot\sigma)/2$, the vector $v$ is the Bloch vector, and this is how it turns.

### Two quarter turns

A 90° rotation has half-angle 45°, so $c=s=1/\sqrt2$ and every product of two coefficients is $\tfrac12$. The composition law becomes

$$U(n,90°)\,U(m,90°)=\frac{1-n\cdot m}{2}-\frac i2\,(n+m+n\times m)\cdot\sigma .$$

For $n=\hat x$ and $m=\hat y$, the unit vectors along x and y, we have $n\cdot m=0$ and $n\times m=\hat z$. The product is

$$\tfrac12-\tfrac i2(\sigma_x+\sigma_y+\sigma_z).$$

A 120° rotation about $(1,1,1)/\sqrt3$ has scalar part $\cos60°=\tfrac12$ and vector part $\sin60°\,(1,1,1)/\sqrt3=\tfrac12(1,1,1)$. The two matrices are equal, including the overall sign. In the opposite order $\hat y\times\hat x=-\hat z$, and the same comparison gives 120° about $(1,1,-1)/\sqrt3$.

In the product $U_xU_y$, with $U_x=U(\hat x,90°)$ and $U_y=U(\hat y,90°)$, the right-hand factor acts on the state first, so the y rotation comes first in time. As a check by eye, follow the Cartesian axes: the turn about y takes $\hat x$ to $-\hat z$, and the turn about x takes $-\hat z$ to $\hat y$. Likewise $\hat y$ ends at $\hat z$ and $\hat z$ at $\hat x$, which is the cyclic permutation expected of a 120° turn about the diagonal.

### The same statements in Lean

A vector is a function `Fin 3 → ℝ`, whose entries 0, 1, 2 are the x, y, z components. Operators are $2\times2$ complex matrices in the basis where $\sigma_z$ is diagonal. The definition `pauliVec n` is $n\cdot\sigma$, `spinElement c s n` is $c-is\,n\cdot\sigma$, and `spinRotation n θ` is $U(n,\theta)$ with the angle in radians. The symbols `⬝ᵥ`, `⨯₃` and `ᴴ` denote the dot product, the cross product and the adjoint; `•` multiplies a vector or matrix by a number.

The theorem `spinElement_mul` is the composition law for all real coefficients and vectors. The 120° result is `quarter_turns_x_y`, and `quarter_turns_y_x` gives the other order. Both are equalities of matrices, not merely equalities up to a phase.

The definition of `spinRotation` accepts any vector $n$. For a unit vector it is the rotation by $\theta$ about $n$; for any other length the matrix is not unitary, except when $\sin(\theta/2)=0$. Unit length appears as the hypothesis `n ⬝ᵥ n = 1` in `spinRotation_add` and `spinRotation_rodrigues`, where the rotation property is used. For a unit vector, textbooks often introduce the same operator as $\exp(-i\theta\,n\cdot\sigma/2)$; here the closed form with cosine and sine is the definition.

```lean
import Mathlib

open Matrix Complex

namespace SpinRotationComposition

noncomputable section

/-- The Pauli vector `n·σ`, the combination of the three Pauli matrices with the real
components of `n` as coefficients. -/
def pauliVec (n : Fin 3 → ℝ) : Matrix (Fin 2) (Fin 2) ℂ :=
  (n 0 : ℂ) • !![0, 1; 1, 0] + (n 1 : ℂ) • !![0, -I; I, 0] + (n 2 : ℂ) • !![1, 0; 0, -1]

/-- The matrix `c - i s n·σ` for real numbers `c`, `s` and a real vector `n`. -/
def spinElement (c s : ℝ) (n : Fin 3 → ℝ) : Matrix (Fin 2) (Fin 2) ℂ :=
  (c : ℂ) • (1 : Matrix (Fin 2) (Fin 2) ℂ) - (I * (s : ℂ)) • pauliVec n

/-- The matrix `cos(θ/2) - i sin(θ/2) n·σ` for a real vector `n` and an angle `θ`. When `n` is a
unit vector, this is the spin-1/2 rotation operator for the angle `θ` about `n`. -/
def spinRotation (n : Fin 3 → ℝ) (θ : ℝ) : Matrix (Fin 2) (Fin 2) ℂ :=
  spinElement (Real.cos (θ / 2)) (Real.sin (θ / 2)) n

/-- The product of two Pauli vectors is `(n·σ)(m·σ) = n·m + i (n×m)·σ`. -/
theorem pauliVec_mul (n m : Fin 3 → ℝ) :
    pauliVec n * pauliVec m =
      ((n ⬝ᵥ m : ℝ) : ℂ) • (1 : Matrix (Fin 2) (Fin 2) ℂ) + I • pauliVec (n ⨯₃ m) := by
  ext i j
  fin_cases i <;> fin_cases j <;> apply Complex.ext <;>
    simp [pauliVec, Matrix.mul_apply, Fin.sum_univ_two, Fin.sum_univ_three, dotProduct,
      cross_apply] <;> ring

/-- Composition law: `(c - i s n·σ)(c' - i s' m·σ)` has scalar part `cc' - ss' n·m` and
vector part `sc' n + cs' m + ss' n×m`, for arbitrary real vectors and coefficients. -/
theorem spinElement_mul (c s c' s' : ℝ) (n m : Fin 3 → ℝ) :
    spinElement c s n * spinElement c' s' m =
      ((c * c' - s * s' * (n ⬝ᵥ m) : ℝ) : ℂ) • (1 : Matrix (Fin 2) (Fin 2) ℂ)
        - I • pauliVec ((s * c') • n + (c * s') • m + (s * s') • (n ⨯₃ m)) := by
  ext i j
  fin_cases i <;> fin_cases j <;> apply Complex.ext <;>
    simp [spinElement, pauliVec, Matrix.mul_apply, Fin.sum_univ_two, Fin.sum_univ_three,
      dotProduct, cross_apply] <;> ring

/-- The coefficient `s` may be absorbed into the vector: `c - i s n·σ = c - i (s n)·σ`. -/
theorem spinElement_eq (c s : ℝ) (n : Fin 3 → ℝ) :
    spinElement c s n =
      (c : ℂ) • (1 : Matrix (Fin 2) (Fin 2) ℂ) - I • pauliVec (s • n) := by
  simp only [spinElement, pauliVec, Pi.smul_apply, smul_eq_mul, Complex.ofReal_mul]
  module

/-- Successive spin rotations about the same unit axis add their angles. -/
theorem spinRotation_add (n : Fin 3 → ℝ) (hn : n ⬝ᵥ n = 1) (α β : ℝ) :
    spinRotation n α * spinRotation n β = spinRotation n (α + β) := by
  unfold spinRotation
  rw [spinElement_mul, spinElement_eq, hn, cross_self, add_div, Real.cos_add, Real.sin_add,
    mul_one, smul_zero, add_zero, ← add_smul]

/-- Multiplying `v·σ` by `c - i s n·σ` on the left and by the adjoint of `c - i s n·σ` on the right
gives the Pauli vector of `(c² - s² n·n) v + 2s² (n·v) n + 2cs n×v`. -/
theorem spinElement_conj (c s : ℝ) (n v : Fin 3 → ℝ) :
    spinElement c s n * pauliVec v * (spinElement c s n)ᴴ =
      pauliVec ((c ^ 2 - s ^ 2 * (n ⬝ᵥ n)) • v + (2 * s ^ 2 * (n ⬝ᵥ v)) • n
        + (2 * c * s) • (n ⨯₃ v)) := by
  -- the adjoint reverses the sign of the vector part
  have hadj : (spinElement c s n)ᴴ = spinElement c (-s) n := by
    ext i j
    fin_cases i <;> fin_cases j <;> apply Complex.ext <;>
      simp [spinElement, pauliVec, Matrix.conjTranspose_apply]
  rw [hadj]
  -- squares as products, so that real and imaginary parts can be read off
  simp only [pow_two]
  ext i j
  fin_cases i <;> fin_cases j <;> apply Complex.ext <;>
    simp [spinElement, pauliVec, Matrix.mul_apply, Fin.sum_univ_two, Fin.sum_univ_three,
      dotProduct, cross_apply] <;> ring

/-- For a unit axis `n`, conjugation by the spin rotation turns the vector `v` in `v·σ` by
the angle `θ` about `n`, as given by Rodrigues' formula. -/
theorem spinRotation_rodrigues (n v : Fin 3 → ℝ) (hn : n ⬝ᵥ n = 1) (θ : ℝ) :
    spinRotation n θ * pauliVec v * (spinRotation n θ)ᴴ =
      pauliVec (Real.cos θ • v + ((1 - Real.cos θ) * (n ⬝ᵥ v)) • n
        + Real.sin θ • (n ⨯₃ v)) := by
  -- double-angle formulas turn half angles into the full angle
  have hc := Real.cos_two_mul (θ / 2)
  have hs := Real.sin_two_mul (θ / 2)
  rw [show 2 * (θ / 2) = θ by ring] at hc hs
  have hp := Real.sin_sq_add_cos_sq (θ / 2)
  have h1 : Real.cos (θ / 2) ^ 2 - Real.sin (θ / 2) ^ 2 * 1 = Real.cos θ := by linarith
  have h2 : 2 * Real.sin (θ / 2) ^ 2 * (n ⬝ᵥ v) = (1 - Real.cos θ) * (n ⬝ᵥ v) := by
    linear_combination (n ⬝ᵥ v) * (hc + 2 * hp)
  have h3 : 2 * Real.cos (θ / 2) * Real.sin (θ / 2) = Real.sin θ := by
    linear_combination -hs
  unfold spinRotation
  rw [spinElement_conj, hn, h1, h2, h3]

/-- The product of the 90 degree operators for `n` and `m` is
`(1 - n·m)/2 - (i/2) (n + m + n×m)·σ`. -/
theorem quarter_turn_mul (n m : Fin 3 → ℝ) :
    spinRotation n (Real.pi / 2) * spinRotation m (Real.pi / 2) =
      spinElement ((1 - n ⬝ᵥ m) / 2) (1 / 2) (n + m + n ⨯₃ m) := by
  have h2 : √2 / 2 * (√2 / 2) = (1 / 2 : ℝ) := by
    have h := Real.mul_self_sqrt (show (0 : ℝ) ≤ 2 by norm_num)
    linarith
  unfold spinRotation
  rw [show Real.pi / 2 / 2 = Real.pi / 4 by ring, Real.cos_pi_div_four,
    Real.sin_pi_div_four, spinElement_mul, spinElement_eq, h2, smul_add, smul_add,
    show (1 / 2 : ℝ) - 1 / 2 * (n ⬝ᵥ m) = (1 - n ⬝ᵥ m) / 2 by ring]

/-- For a real vector `w` of any length, `spinRotation` at 120 degrees with the vector `w/√3` is
`1/2 - (i/2) w·σ`. -/
theorem third_turn_eq (w : Fin 3 → ℝ) :
    spinRotation ((1 / √3) • w) (2 * Real.pi / 3) = spinElement (1 / 2) (1 / 2) w := by
  have h3 : √3 / 2 * (1 / √3) = (1 / 2 : ℝ) := by
    have h : √3 ≠ (0 : ℝ) := by positivity
    field_simp
  unfold spinRotation
  rw [show 2 * Real.pi / 3 / 2 = Real.pi / 3 by ring, Real.cos_pi_div_three,
    Real.sin_pi_div_three, spinElement_eq, spinElement_eq, smul_smul, h3]

/-- The 90 degree spin rotations about x and y, multiplied in that order, give the
120 degree spin rotation about `(1,1,1)/√3`. -/
theorem quarter_turns_x_y :
    spinRotation ![1, 0, 0] (Real.pi / 2) * spinRotation ![0, 1, 0] (Real.pi / 2) =
      spinRotation ((1 / √3) • ![1, 1, 1]) (2 * Real.pi / 3) := by
  rw [quarter_turn_mul, third_turn_eq]
  congr 1
  · simp [dotProduct, Fin.sum_univ_three]
  · ext i
    fin_cases i <;> simp [cross_apply]

/-- Multiplied in the opposite order, the same two 90 degree spin rotations give the
120 degree spin rotation about `(1,1,-1)/√3`. -/
theorem quarter_turns_y_x :
    spinRotation ![0, 1, 0] (Real.pi / 2) * spinRotation ![1, 0, 0] (Real.pi / 2) =
      spinRotation ((1 / √3) • ![1, 1, -1]) (2 * Real.pi / 3) := by
  rw [quarter_turn_mul, third_turn_eq]
  congr 1
  · simp [dotProduct, Fin.sum_univ_three]
  · ext i
    fin_cases i <;> simp [cross_apply]

end

end SpinRotationComposition
```

```lean
#print axioms SpinRotationComposition.spinRotation_add
-- 'SpinRotationComposition.spinRotation_add' depends on axioms: [propext, Classical.choice, Quot.sound]
#print axioms SpinRotationComposition.spinRotation_rodrigues
-- 'SpinRotationComposition.spinRotation_rodrigues' depends on axioms: [propext, Classical.choice, Quot.sound]
#print axioms SpinRotationComposition.quarter_turns_x_y
-- 'SpinRotationComposition.quarter_turns_x_y' depends on axioms: [propext, Classical.choice, Quot.sound]
#print axioms SpinRotationComposition.quarter_turns_y_x
-- 'SpinRotationComposition.quarter_turns_y_x' depends on axioms: [propext, Classical.choice, Quot.sound]
```

### How Lean checks the identities

The Pauli product `pauliVec_mul` and the composition law `spinElement_mul` are both proved entry by entry. The tactics `ext` and `fin_cases` select each of the four matrix entries, and `Complex.ext` separates its real and imaginary parts. After `simp` has written out the matrix, dot and cross products, `ring` settles the remaining polynomial identities. The derivation above passes through the Pauli product to reach the composition law, whereas Lean expands the composition law directly.

The lemma `spinElement_eq` moves the coefficient $s$ into the vector. It is needed because the composition law delivers a single combined vector, while a rotation is written as a coefficient times an axis. In `spinRotation_add`, the two forms are brought together by rewriting with `hn`, `cross_self` and the addition formulas.

For the action on vectors, `spinElement_conj` first establishes `hadj`, the statement that the adjoint replaces $s$ by $-s$. It then checks the conjugation formula by entries, instead of using the commutator and anticommutator. In `spinRotation_rodrigues`, the facts `h1`, `h2` and `h3` convert the three half-angle coefficients into $\cos\theta$, $(1-\cos\theta)(n\cdot v)$ and $\sin\theta$. Substituting them into the conjugation formula gives Rodrigues' formula.

The final comparison has two ingredients. The lemma `quarter_turn_mul` inserts the values at 45° into the composition law, with `h2` recording that $(\sqrt2/2)^2=\tfrac12$. The lemma `third_turn_eq` writes the operator for 120° and the vector $w/\sqrt3$ as $\tfrac12-\tfrac i2\,w\cdot\sigma$; this describes a rotation when $w$ has length $\sqrt3$, as $(1,1,1)$ and $(1,1,-1)$ do.

Once both sides of `quarter_turns_x_y` have this form, `congr 1` leaves two small questions: whether the scalar parts agree, and whether $\hat x+\hat y+\hat x\times\hat y$ equals $(1,1,1)$. The first is answered by the dot product, the second component by component. The proof of `quarter_turns_y_x` is the same, with the cross product now contributing $-1$ to the last component.

### What this means for a pulse sequence

For a single spin-1/2 viewed in the rotating frame, the composition law gives the net rotation of two ideal resonant pulses with no delay between them. It does the same for two successive single-qubit gates, each written as a rotation. The step left to physics is that each pulse really implements its matrix $U(n,\theta)$: a laboratory pulse may be off resonance or miscalibrated, and the spin may relax while it is applied.
